# An algebraic length–velocity relation and the energy-weighted dipole sum for a complete set of Casida modes

Let $A$ and $B$ be the real matrices of the Casida equation in a finite space of occupied–virtual orbital pairs. Suppose there are as many modes as pairs, with real energies $W_k$ and vectors $U_k = X_k + Y_k$ and $V_k = X_k - Y_k$, where $X_k$ and $Y_k$ are the excitation and de-excitation amplitudes of mode $k$. Collect these vectors as the columns of square matrices $U$ and $V$, and assume

$$(A-B)V = U\,\mathrm{diag}(W), \qquad U^T V = 1 .$$

Then for every real dipole vector $d$

$$W_k\langle d,U_k\rangle = \langle (A-B)d, V_k\rangle \ \text{ for each } k, \qquad \sum_k W_k\langle d,U_k\rangle^2 = \langle d,(A-B)d\rangle .$$

The right side of the first relation is an algebraic velocity form built from $A-B$; in a finite basis it can differ from one built from momentum integrals. For a full diagonalisation in a finite basis of real orbitals, the second relation checks the computed spectrum against a number computed without the Casida eigenvectors.

## Modes and transition dipoles

```lean
import Mathlib

open Matrix

namespace CasidaSumRule

variable {n : Type*} [Fintype n] [DecidableEq n]
```

The first line loads Mathlib, Lean's library of mathematics. The type `n` is the finite set of orbital pairs. It labels the modes too, which is how the file expresses that the set of modes is complete. Below, $q$ denotes a pair and $k$ a mode.

```lean
/-- The conditions on Casida modes used in this file: `(A - B) V = U W` and the normalisation `Uᵀ V
= 1`. For Casida solutions the columns of `U` and `V` are the vectors `X + Y` and `X - Y`, and `W`
lists the excitation energies. -/
structure CasidaModes (A B U V : Matrix n n ℝ) (W : n → ℝ) : Prop where
  eom : (A - B) * V = U * diagonal W
  biorth : Uᵀ * V = 1
```

A `structure` ending in `Prop` is a named bundle of conditions. To say `CasidaModes A B U V W` is to say that both listed equations hold. `Matrix n n ℝ` is a real square matrix, `W : n → ℝ` assigns a real number to each mode, and `Uᵀ` is the transpose.

The field `eom` comes from the Casida equation in its usual two-row form,

$$AX_k + BY_k = W_kX_k, \qquad BX_k + AY_k = -W_kY_k .$$

Subtracting the second row from the first gives $(A-B)(X_k-Y_k) = W_k(X_k+Y_k)$, which is column $k$ of `eom`. Adding the rows gives the companion equation $(A+B)U_k = W_kV_k$. The structure does not demand the companion equation, because neither result uses it. The theorems therefore hold for every true Casida solution with the stated normalisation, and for some other triples $U, V, W$ as well.

The field `biorth` is the normalisation. Its diagonal entries read $X_k\cdot X_k - Y_k\cdot Y_k = 1$, so excitation amplitudes count positively and de-excitation amplitudes negatively. Its off-diagonal entries make different modes orthogonal in the pairing of $U$ with $V$.

The existence of such a complete set with real energies is a hypothesis here. It is met when $A-B$ and $A+B$ are symmetric and positive definite, as for a stable ground state. The structure itself puts no sign condition on $W_k$.

```lean
/-- The transition dipole of mode `k` in the length form, `⟨d, U_k⟩`. -/
def lengthDipole (U : Matrix n n ℝ) (d : n → ℝ) (k : n) : ℝ :=
  d ⬝ᵥ fun q => U q k
```

The symbol `⬝ᵥ` is the dot product, and `fun q => U q k` is column $k$ of $U$. Hence `lengthDipole U d k` is

$$\langle d,U_k\rangle = \sum_q d_q U_{qk},$$

where $d_q$ is the matrix element of one Cartesian component of position between the two orbitals of pair $q$.

```lean
/-- The velocity-form transition moment of mode `k`, `⟨M d, V_k⟩`, not divided by the excitation
energy. -/
def velocityDipole (M V : Matrix n n ℝ) (d : n → ℝ) (k : n) : ℝ :=
  (M *ᵥ d) ⬝ᵥ fun q => V q k
```

The symbol `*ᵥ` applies a matrix to a column vector, so `velocityDipole M V d k` is $\langle Md,V_k\rangle$. It is used with $M = A-B$.

The name has a physical reason. If $A-B$ is the diagonal matrix of orbital energy differences $\Delta_q$, then $(Md)_q = \Delta_q d_q$ is, up to sign, a matrix element of the commutator of the orbital Hamiltonian with position, provided the orbitals are exact eigenfunctions of that Hamiltonian. For a local potential that commutator is proportional to momentum. The file contains no momentum operator: its velocity form is defined by the algebraic expression $\langle Md,V_k\rangle$. Momentum integrals evaluated separately in a finite basis can differ from it.

## Completeness and the symmetry of $A-B$

```lean
/-- Projecting a dipole vector on the columns of `U W` gives the length-form transition dipoles
multiplied by the excitation energies. -/
theorem vecMul_mul_diagonal (U : Matrix n n ℝ) (W d : n → ℝ) (k : n) :
    (d ᵥ* (U * diagonal W)) k = W k * lengthDipole U d k := by
  rw [← Matrix.vecMul_vecMul, Matrix.vecMul_diagonal]
  exact mul_comm _ _
```

A Lean theorem gives its name, then its data and hypotheses, then after a colon the statement, and after `:= by` the proof. The symbol `ᵥ*` multiplies a row vector into a matrix from the left. The statement is

$$\sum_q d_q\,(U\,\mathrm{diag}(W))_{qk} = \sum_q d_q U_{qk} W_k = W_k\langle d,U_k\rangle .$$

The diagonal matrix multiplies column $k$ of $U$ by $W_k$, and that factor leaves the sum over $q$. The command `rw` replaces one side of a known equation by the other. Here it first regroups the product and then evaluates the action of the diagonal matrix.

```lean
/-- The matrix `A - B` is resolved into the Casida modes: `A - B = U W Uᵀ`. -/
theorem CasidaModes.resolution {A B U V : Matrix n n ℝ} {W : n → ℝ}
    (h : CasidaModes A B U V W) : A - B = U * diagonal W * Uᵀ := by
  -- for square matrices the normalisation is also a completeness relation
  have hVU : V * Uᵀ = 1 := mul_eq_one_comm.mp h.biorth
  calc A - B = (A - B) * (V * Uᵀ) := by rw [hVU, mul_one]
    _ = U * diagonal W * Uᵀ := by rw [← mul_assoc, h.eom]
```

By hand, start from $U^TV = 1$. The matrices are square, so a one-sided inverse is two-sided, and $VU^T = 1$ as well. Inserting this identity to the right of $A-B$ gives

$$A-B = (A-B)VU^T = U\,\mathrm{diag}(W)\,U^T .$$

The proof has the same two steps. `mul_eq_one_comm` turns the normalisation into the completeness relation `hVU`, and the `calc` block writes the chain of equalities, using `h.eom` in the last one. With fewer modes than pairs, $VU^T$ would not be the identity and this argument would fail.

In components, $(A-B)_{pq} = \sum_k U_{pk}W_kU_{qk}$. This resembles a spectral decomposition, but the columns of $U$ need not be orthonormal and the $W_k$ are in general not the eigenvalues of $A-B$.

```lean
/-- A complete normalised set of Casida modes exists only if `A - B` is symmetric. -/
theorem CasidaModes.symmetric {A B U V : Matrix n n ℝ} {W : n → ℝ}
    (h : CasidaModes A B U V W) : (A - B)ᵀ = A - B := by
  rw [h.resolution]
  simp only [Matrix.transpose_mul, Matrix.transpose_transpose, Matrix.diagonal_transpose,
    Matrix.mul_assoc]
```

Symmetry of $A-B$ is a consequence and need not be assumed. Transposing the resolution reverses the order of the factors:

$$(U\,\mathrm{diag}(W)\,U^T)^T = U\,\mathrm{diag}(W)\,U^T .$$

Lean rewrites $A-B$ by the resolution and lets `simp only` apply the listed rules for transposes.

## Length and velocity forms

```lean
/-- For symmetric `M`, `W_k ⟨d, U_k⟩ = ⟨M d, V_k⟩` holds for every dipole vector and every mode
exactly when `M V = U W`. -/
theorem length_velocity_iff {M : Matrix n n ℝ} (hM : Mᵀ = M) (U V : Matrix n n ℝ) (W : n → ℝ) :
    (∀ d k, W k * lengthDipole U d k = velocityDipole M V d k) ↔ M * V = U * diagonal W := by
  -- symmetry moves `M` from the dipole vector to the mode
  have key : ∀ d k, velocityDipole M V d k = (d ᵥ* (M * V)) k := by
    intro d k
    change ((M *ᵥ d) ᵥ* V) k = _
    rw [← Matrix.vecMul_transpose, hM, Matrix.vecMul_vecMul]
  constructor
  · intro h
    ext q k
    -- test with a dipole vector supported on a single orbital pair
    have h1 := h (Pi.single q 1) k
    rw [key, ← vecMul_mul_diagonal, Matrix.single_one_vecMul, Matrix.single_one_vecMul] at h1
    exact h1.symm
  · intro h d k
    rw [key, h, vecMul_mul_diagonal]
```

For a symmetric matrix $M$ and any square $U$ and $V$, the theorem says that two statements are equivalent:

- $W_k\langle d,U_k\rangle = \langle Md,V_k\rangle$ for all $d$ and all $k$;
- $MV = U\,\mathrm{diag}(W)$.

The normalisation plays no part in this equivalence.

The derivation starts by moving $M$ from the dipole vector to the mode. Since $M^T = M$,

$$\langle Md,V_k\rangle = \langle d,MV_k\rangle = \sum_q d_q (MV)_{qk} .$$

This is the auxiliary fact `key`. If $MV = U\,\mathrm{diag}(W)$, the right side becomes $\sum_q d_q(U\,\mathrm{diag}(W))_{qk}$, which equals $W_k\langle d,U_k\rangle$ by the earlier lemma. The last bullet of the proof does this with three rewrites.

For the converse, suppose that the first statement holds. Choose the vector that is 1 on a single pair $q$ and 0 elsewhere, written `Pi.single q 1`. The equality then reads

$$(U\,\mathrm{diag}(W))_{qk} = (MV)_{qk} .$$

Since $q$ and $k$ are arbitrary, the matrices are equal. The tactic `ext q k` reduces the matrix equation to these entries, and `constructor` separates the two directions of the equivalence.

The converse uses all vectors in pair space. Agreement for the three Cartesian dipole vectors of one molecule is in general a weaker condition and does not fix $MV$.

## The energy-weighted sum

```lean
/-- The sum rule for two dipole vectors `d` and `e`: the energy-weighted products of their
transition dipoles add up to `⟨d, (A - B) e⟩`. -/
theorem CasidaModes.sum_rule_pair {A B U V : Matrix n n ℝ} {W : n → ℝ}
    (h : CasidaModes A B U V W) (d e : n → ℝ) :
    ∑ k, W k * lengthDipole U d k * lengthDipole U e k = d ⬝ᵥ ((A - B) *ᵥ e) := by
  rw [h.resolution, ← Matrix.mulVec_mulVec, Matrix.dotProduct_mulVec, Matrix.mulVec_transpose]
  change _ = ∑ k, (d ᵥ* (U * diagonal W)) k * (e ᵥ* U) k
  refine Finset.sum_congr rfl fun k _ => ?_
  exact congrArg (· * lengthDipole U e k) (vecMul_mul_diagonal U W d k).symm
```

This is the sum rule for two dipole vectors, for example those of the $x$ and $y$ components of position:

$$\sum_k W_k\langle d,U_k\rangle\langle e,U_k\rangle = \langle d,(A-B)e\rangle .$$

To derive it, insert the resolution of $A-B$ on the right:

$$\langle d,U\,\mathrm{diag}(W)\,U^Te\rangle = \sum_k \Big(\sum_q d_qU_{qk}W_k\Big)\Big(\sum_p U_{pk}e_p\Big) = \sum_k W_k\langle d,U_k\rangle\langle e,U_k\rangle .$$

The first `rw` performs the insertion and splits the matrix product, so that $U\,\mathrm{diag}(W)$ acts on $d$ and $U^T$ acts on $e$. The `change` line writes the resulting dot product as an explicit sum over $k$. `Finset.sum_congr` then compares the two sums term by term, and `vecMul_mul_diagonal` supplies the equality of the first factors.

```lean
/-- Length-velocity equality and oscillator sum rule: for every dipole vector `d`,
`W_k ⟨d, U_k⟩ = ⟨(A - B) d, V_k⟩` in each mode, and `∑ W_k ⟨d, U_k⟩² = ⟨d, (A - B) d⟩`. -/
theorem CasidaModes.length_velocity_and_sum_rule {A B U V : Matrix n n ℝ} {W : n → ℝ}
    (h : CasidaModes A B U V W) (d : n → ℝ) :
    (∀ k, W k * lengthDipole U d k = velocityDipole (A - B) V d k) ∧
      ∑ k, W k * lengthDipole U d k ^ 2 = d ⬝ᵥ ((A - B) *ᵥ d) := by
  refine ⟨(length_velocity_iff h.symmetric U V W).mpr h.eom d, ?_⟩
  rw [← h.sum_rule_pair d d]
  refine Finset.sum_congr rfl fun k _ => ?_
  ring
```

This is the result stated at the top, with `∧` meaning "and". The hypothesis `h` is the bundle of two matrix equations, and $d$ is arbitrary.

The first half applies `length_velocity_iff` with $M = A-B$. Its symmetry requirement is met by `h.symmetric` and its matrix equation by `h.eom`; the suffix `.mpr` selects the direction from the matrix equation to the length–velocity equality. The second half sets $e = d$ in the previous theorem, and `ring` identifies $W_k\langle d,U_k\rangle\langle d,U_k\rangle$ with $W_k\langle d,U_k\rangle^2$.

In atomic units, with spin included in the pair labels, $2W_k\langle d,U_k\rangle^2$ is the oscillator strength for one Cartesian direction. The theorem fixes the total of these strengths as $2\langle d,(A-B)d\rangle$, a number that depends on the orbital basis. In the limit of a complete orbital basis, with all occupied–virtual pairs kept, it becomes the number of electrons, as in the Thomas–Reiche–Kuhn rule, if for example the orbital potential is local and $A-B$ contains only the orbital energy differences. The file does not prove this limit.

## Truncated spectra and the coupling matrix

```lean
/-- If the modes left out of a set `s` have nonnegative energies, the sum over `s` alone does not
exceed `⟨d, (A - B) d⟩`. -/
theorem CasidaModes.truncated_sum_le {A B U V : Matrix n n ℝ} {W : n → ℝ}
    (h : CasidaModes A B U V W) (d : n → ℝ) (s : Finset n) (hW : ∀ k, k ∉ s → 0 ≤ W k) :
    ∑ k ∈ s, W k * lengthDipole U d k ^ 2 ≤ d ⬝ᵥ ((A - B) *ᵥ d) := by
  rw [← (h.length_velocity_and_sum_rule d).2]
  exact Finset.sum_le_sum_of_subset_of_nonneg (Finset.subset_univ s)
    fun k _ hk => mul_nonneg (hW k hk) (sq_nonneg _)
```

Here `s` is a finite set of retained modes, and `hW` says that each mode outside `s` has $W_k \ge 0$. Splitting the full sum gives

$$\langle d,(A-B)d\rangle = \sum_{k\in s}W_k\langle d,U_k\rangle^2 + \sum_{k\notin s}W_k\langle d,U_k\rangle^2 ,$$

and each term of the last sum is a nonnegative energy times a square. Dropping that sum leaves the inequality. In Lean, `mul_nonneg` and `sq_nonneg` provide the sign of each omitted term.

When only the lowest roots are computed in a finite orbital basis, and the total is positive, the ratio of the two sides tells how much of that basis's energy-weighted strength has been recovered.

```lean
/-- If `A` is the diagonal matrix of orbital energy differences `Δ` plus a coupling matrix `K`, and
`B = K`, then the energy-weighted sum equals `∑ Δ_q d_q²`. -/
theorem sum_rule_kernel_independent {K U V : Matrix n n ℝ} {Δ W : n → ℝ}
    (h : CasidaModes (diagonal Δ + K) K U V W) (d : n → ℝ) :
    ∑ k, W k * lengthDipole U d k ^ 2 = ∑ q, Δ q * d q ^ 2 := by
  -- the coupling matrix cancels in `A - B`
  rw [(h.length_velocity_and_sum_rule d).2, add_sub_cancel_right]
  change ∑ q, d q * (diagonal Δ *ᵥ d) q = _
  refine Finset.sum_congr rfl fun q _ => ?_
  rw [Matrix.mulVec_diagonal]
  ring
```

Now let $A = \mathrm{diag}(\Delta) + K$ and $B = K$, where $\Delta_q$ is the energy difference of the orbitals in pair $q$ and $K$ is the coupling matrix. This form arises for real orbitals with an adiabatic, local exchange–correlation kernel. Then $A-B = \mathrm{diag}(\Delta)$, and

$$\sum_k W_k\langle d,U_k\rangle^2 = \sum_q d_q\Delta_qd_q = \sum_q \Delta_qd_q^2 .$$

The right side is the energy-weighted sum for non-interacting orbital transitions. The rewrite `add_sub_cancel_right` cancels $K$, and the remaining lines evaluate the diagonal matrix.

The coupling still influences individual energies and intensities, through the companion equation with $A+B = \mathrm{diag}(\Delta)+2K$. In this finite model it redistributes the energy-weighted strength among the modes and leaves the total unchanged. Nonlocal exchange, as in hybrid functionals, generally makes $A-B$ differ from $\mathrm{diag}(\Delta)$; the total is then given by the general formula $\langle d,(A-B)d\rangle$.

## A coupled example with two pairs

```lean
/-- An explicit pair of coupled modes with energies 1 and 2 and nonzero `B`; it also satisfies the
companion Casida equation `(A + B) U = V W`. -/
theorem casidaModes_witness :
    CasidaModes !![2, 1/2; 1/2, 5/2] !![-1, -3/2; -3/2, 1/2]
        !![1, 1; 0, 1] !![1, 0; -1, 1] ![1, 2] ∧
      ((!![2, 1/2; 1/2, 5/2] + !![-1, -3/2; -3/2, 1/2]) * !![1, 1; 0, 1] : Matrix (Fin 2) (Fin 2) ℝ)
        = !![1, 0; -1, 1] * diagonal ![1, 2] := by
  refine ⟨⟨?_, ?_⟩, ?_⟩ <;> ext i j <;> fin_cases i <;> fin_cases j <;>
    norm_num [Matrix.mul_apply, Fin.sum_univ_succ, Matrix.diagonal_apply]

end CasidaSumRule
```

The notation `!![a, b; c, d]` lists a matrix row by row, and `Fin 2` is a set of two labels. The example has

$$A-B = \begin{pmatrix}3&2\\2&2\end{pmatrix},\quad A+B = \begin{pmatrix}1&-1\\-1&3\end{pmatrix},\quad U = \begin{pmatrix}1&1\\0&1\end{pmatrix},\quad V = \begin{pmatrix}1&0\\-1&1\end{pmatrix},$$

with energies 1 and 2. Direct multiplication gives

$$(A-B)V = \begin{pmatrix}1&2\\0&2\end{pmatrix} = U\,\mathrm{diag}(1,2), \qquad U^TV = 1,$$

$$(A+B)U = \begin{pmatrix}1&0\\-1&2\end{pmatrix} = V\,\mathrm{diag}(1,2) .$$

The example is thus a full Casida solution with $B \neq 0$. The proof splits each matrix equation into its four entries with `ext` and `fin_cases`, and `norm_num` does the arithmetic.

For $d = (1,0)$, both length dipoles equal 1. The vector $(A-B)d = (3,2)$ has products $3-2 = 1$ with $V$'s first column and $2$ with its second, which match $W_k\langle d,U_k\rangle$. The energy-weighted sum is $1 + 2 = 3$, the upper left entry of $A-B$.

```lean
#print axioms CasidaSumRule.CasidaModes.length_velocity_and_sum_rule
-- 'CasidaSumRule.CasidaModes.length_velocity_and_sum_rule' depends on axioms: [propext, Classical.choice, Quot.sound]
#print axioms CasidaSumRule.CasidaModes.truncated_sum_le
-- 'CasidaSumRule.CasidaModes.truncated_sum_le' depends on axioms: [propext, Classical.choice, Quot.sound]
#print axioms CasidaSumRule.sum_rule_kernel_independent
-- 'CasidaSumRule.sum_rule_kernel_independent' depends on axioms: [propext, Classical.choice, Quot.sound]
```
